# Ground-state energies of open spin-1/2 Heisenberg chains are subadditive, and the energy per site converges

The lowest energy \(E(n)\) of an open chain of \(n\) spins-1/2 is defined here as `groundEnergy n`, the infimum of the real eigenvalues of

\[H_n=\sum_{i=0}^{n-2}\mathbf S_i\cdot\mathbf S_{i+1},\qquad J=\hbar=1.\]

`groundEnergy_spec` proves that this infimum is an eigenvalue. For \(m,n\ge1\),

\[E(m+n)\le E(m)+E(n),\]

\(E(1)=0\), and \(E(n)/n\) converges to a finite limit \(e\ge-3/4\).

## Checking chain energies and bounding the limit

In exact diagonalisation of these finite, uniform chains, a violation of this inequality larger than the combined error bounds of the three computed energies signals a mistake. Each \(E(n)/n\) is an upper bound on \(e\).

## Cancelling the junction energy

Let \(\psi,\varphi\) be normalised ground states of the two blocks. The energy of \(\psi\otimes\varphi\) is \(E(m)+E(n)+X\), where

\[X=\sum_{a=x,y,z}\langle S^a_{m-1}\rangle_\psi\langle S^a_0\rangle_\varphi .\]

Time reversal of \(\varphi\) keeps its norm and energy but reverses every \(\langle S^a_0\rangle\), so \(X\) becomes \(-X\). Both trial energies are at least \(E(m+n)\); averaging them gives the inequality.

A \(\pi\) rotation about an axis fixed in advance reverses only the two spin components perpendicular to that axis, so it need not turn \(X\) into \(-X\). Time reversal does so for every \(\varphi\).

For sites \(i\ne j\) and normalised \(\psi\), \((S^a)^2=1/4\) gives

\[0\le\|(S_i^a+S_j^a)\psi\|^2=\tfrac12+2\langle S_i^aS_j^a\rangle .\]

Each bond therefore has energy at least \(-3/4\), and \(E(n)\ge-3(n-1)/4\ge-3n/4\).

Fix \(k\ge1\) and write \(n=qk+r\), \(1\le r\le k\). Then \(E(n)\le qE(k)+E(r)\), so \(\limsup E(n)/n\le E(k)/k\). Taking the infimum over \(k\) gives convergence to \(e=\inf_k E(k)/k\).

## The chain in Lean

```lean
import Mathlib

open Filter Topology ComplexConjugate

namespace HeisenbergChain

noncomputable section

/-- The three spin directions. -/
inductive Axis | x | y | z
  deriving DecidableEq

/-- There are finitely many spin directions. -/
instance : Fintype Axis := ⟨{.x, .y, .z}, fun a => by cases a <;> simp⟩

/-- Wavefunctions of `n` spins-1/2 in the `Sz` basis; `true` is spin up. -/
abbrev State (n : ℕ) := (Fin n → Bool) → ℂ

/-- The same wavefunctions as a Hilbert space. -/
abbrev Hilb (n : ℕ) := EuclideanSpace ℂ (Fin n → Bool)

/-- The entries of the Pauli matrices. -/
def pauli : Axis → Bool → Bool → ℂ
  | .x, b, c => if b = c then 0 else 1
  | .y, b, c => if b = c then 0 else if b then -Complex.I else Complex.I
  | .z, b, c => if b = c then (if b then 1 else -1) else 0

/-- The configuration with the spin at site `i` turned over. -/
def flipAt {n : ℕ} (i : Fin n) (s : Fin n → Bool) : Fin n → Bool :=
  fun k => if k = i then !s k else s k

/-- The spin operator at site `i`: half a Pauli matrix acting on that site. -/
def spin {n : ℕ} (a : Axis) (i : Fin n) : State n →ₗ[ℂ] State n where
  toFun ψ s := 1 / 2 * (pauli a (s i) (s i) * ψ s + pauli a (s i) (!s i) * ψ (flipAt i s))
  map_add' ψ φ := by funext s; simp only [Pi.add_apply]; ring
  map_smul' c ψ := by
    funext s; simp only [Pi.smul_apply, smul_eq_mul, RingHom.id_apply]; ring

/-- The bra of `ψ`: it sends `φ` to the inner product of `ψ` and `φ`. -/
def bra {n : ℕ} (ψ : State n) : State n →ₗ[ℂ] ℂ where
  toFun φ := ∑ s, conj (ψ s) * φ s
  map_add' φ χ := by simp [mul_add, Finset.sum_add_distrib]
  map_smul' c φ := by simp [Finset.mul_sum, mul_left_comm]

/-- The open Heisenberg chain with `J = 1`: the sum of `S_i · S_j` over `j = i + 1`. -/
def heisenberg (n : ℕ) : State n →ₗ[ℂ] State n :=
  ∑ i : Fin n, ∑ j : Fin n, if (i : ℕ) + 1 = j then ∑ a, spin a i ∘ₗ spin a j else 0

/-- The real eigenvalues of the chain. -/
def energies (n : ℕ) : Set ℝ := {e | ∃ ψ ≠ 0, heisenberg n ψ = (e : ℂ) • ψ}

/-- The ground-state energy `E(n)`. -/
def groundEnergy (n : ℕ) : ℝ := sInf (energies n)

/-- Spin components are Hermitian and square to 1/4, and equal components at any two
sites commute. -/
theorem spin_algebra {n : ℕ} (a : Axis) (i j : Fin n) (ψ φ : State n) :
    bra (spin a i ψ) φ = bra ψ (spin a i φ) ∧ spin a i (spin a i ψ) = (1 / 4 : ℂ) • ψ ∧
      spin a i (spin a j ψ) = spin a j (spin a i ψ) := by
  have ff : ∀ s, flipAt i (flipAt i s) = s := by
    intro s; funext l; by_cases h : l = i <;> simp [flipAt, h]
  have fs : ∀ s, flipAt i s i = !s i := by intro s; simp [flipAt]
  refine ⟨?_, ?_, ?_⟩
  · have hp : ∀ b c, conj (pauli a b c) = pauli a c b := by
      intro b c; cases a <;> cases b <;> cases c <;> simp [pauli]
    have h2 : conj (1 / 2 : ℂ) = 1 / 2 := by
      have h := Complex.conj_ofReal (1 / 2)
      push_cast at h
      exact h
    have fi : Function.Involutive (flipAt i) := ff
    -- relabel the configurations by the spin flip
    have h := Equiv.sum_comp (Function.Involutive.toPerm (flipAt i) fi)
      (fun s => conj (ψ s) * (pauli a (s i) (!s i) * φ (flipAt i s)))
    simp only [Function.Involutive.coe_toPerm, ff, fs, Bool.not_not] at h
    simp only [bra, spin, LinearMap.coe_mk, AddHom.coe_mk, map_mul, map_add, hp, h2]
    rw [← sub_eq_zero, ← Finset.sum_sub_distrib] at h ⊢
    have h' := congrArg (fun z => (1 / 2 : ℂ) * z) h
    simp only [mul_zero, Finset.mul_sum] at h'
    refine Eq.trans (Finset.sum_congr rfl fun s _ => ?_) h'
    ring
  · have p1 : ∀ b, pauli a b b * pauli a b b + pauli a b (!b) * pauli a (!b) b = 1 := by
      intro b; cases a <;> cases b <;> simp [pauli]
    have p2 : ∀ b, pauli a b b * pauli a b (!b) + pauli a b (!b) * pauli a (!b) (!b) = 0 := by
      intro b; cases a <;> cases b <;> simp [pauli]
    funext s
    simp only [spin, LinearMap.coe_mk, AddHom.coe_mk, fs, ff, Bool.not_not, Pi.smul_apply,
      smul_eq_mul]
    linear_combination (1 / 4 * ψ s) * p1 (s i) + (1 / 4 * ψ (flipAt i s)) * p2 (s i)
  · by_cases hij : i = j
    · rw [hij]
    have h1 : ∀ s, flipAt i s j = s j := by intro s; simp [flipAt, Ne.symm hij]
    have h2 : ∀ s, flipAt j s i = s i := by intro s; simp [flipAt, hij]
    funext s
    have h3 : flipAt i (flipAt j s) = flipAt j (flipAt i s) := by
      funext k; simp only [flipAt]; split_ifs <;> rfl
    simp only [spin, LinearMap.coe_mk, AddHom.coe_mk, h1, h2, h3]
    ring

/-- Matrix elements of the chain are sums of spin correlations over its bonds. -/
theorem bra_heisenberg {n : ℕ} (ψ φ : State n) : bra ψ (heisenberg n φ) =
    ∑ i : Fin n, ∑ j : Fin n,
      if (i : ℕ) + 1 = j then ∑ a, bra ψ (spin a i (spin a j φ)) else 0 := by
  simp only [heisenberg, LinearMap.sum_apply, map_sum]
  refine Finset.sum_congr rfl fun i _ => Finset.sum_congr rfl fun j _ => ?_
  split_ifs <;> simp [LinearMap.sum_apply, map_sum]

/-- The squared norm is real and nonnegative, and positive for a nonzero state. -/
theorem bra_self {n : ℕ} (ψ : State n) :
    ∃ r : ℝ, 0 ≤ r ∧ bra ψ ψ = r ∧ (ψ ≠ 0 → 0 < r) := by
  refine ⟨∑ s, Complex.normSq (ψ s), Finset.sum_nonneg fun _ _ => Complex.normSq_nonneg _,
    ?_, fun h => ?_⟩
  · simp only [bra, LinearMap.coe_mk, AddHom.coe_mk, Complex.ofReal_sum,
      Complex.normSq_eq_conj_mul_self]
  · obtain ⟨s, hs⟩ := Function.ne_iff.mp h
    exact Finset.sum_pos' (fun _ _ => Complex.normSq_nonneg _)
      ⟨s, Finset.mem_univ s, Complex.normSq_pos.mpr hs⟩

/-- `E(n)` is the lowest eigenvalue, and it obeys the variational principle. -/
theorem groundEnergy_spec (n : ℕ) : IsLeast (energies n) (groundEnergy n) ∧
    ∀ ψ, groundEnergy n * (bra ψ ψ).re ≤ (bra ψ (heisenberg n ψ)).re := by
  have hc : ∀ ψ φ : State n, conj (bra ψ φ) = bra φ ψ := by
    intro ψ φ; simp [bra, mul_comm]
  have hH : ∀ ψ φ : State n, bra (heisenberg n ψ) φ = bra ψ (heisenberg n φ) := by
    intro ψ φ
    rw [← hc, bra_heisenberg, bra_heisenberg, map_sum]
    refine Finset.sum_congr rfl fun i _ => ?_
    rw [map_sum]
    refine Finset.sum_congr rfl fun j _ => ?_
    split_ifs
    · rw [map_sum]
      refine Finset.sum_congr rfl fun a _ => ?_
      rw [hc, (spin_algebra a i i _ _).1, (spin_algebra a j j _ _).1,
        (spin_algebra a j i φ φ).2.2]
    · exact map_zero _
  let T : Hilb n →ₗ[ℂ] Hilb n :=
    { toFun := fun x => WithLp.toLp 2 (heisenberg n x.ofLp)
      map_add' := fun x y => by simp
      map_smul' := fun c x => by simp }
  have hin : ∀ x y : Hilb n, inner ℂ x y = bra x.ofLp y.ofLp := by
    intro x y; simp [PiLp.inner_apply, bra, mul_comm]
  have hT : T.IsSymmetric := fun x y => by
    rw [hin, hin]; exact hH x.ofLp y.ofLp
  have hd : Module.finrank ℂ (Hilb n) = Fintype.card (Fin n → Bool) :=
    finrank_euclideanSpace
  let b := hT.eigenvectorBasis hd
  let ev := hT.eigenvalues hd
  have hbe : ∀ i, T (b i) = ((ev i : ℝ) : ℂ) • b i := hT.apply_eigenvectorBasis hd
  have : Nonempty (Fin (Fintype.card (Fin n → Bool))) := ⟨⟨0, Fintype.card_pos⟩⟩
  obtain ⟨k, hk⟩ := Finite.exists_min ev
  -- expand in the eigenbasis
  have hvar : ∀ ψ, ev k * (bra ψ ψ).re ≤ (bra ψ (heisenberg n ψ)).re := by
    intro ψ
    let x : Hilb n := WithLp.toLp 2 ψ
    have hq : ∀ i, inner ℂ x (b i) * inner ℂ (b i) x =
        ((Complex.normSq (inner ℂ (b i) x) : ℝ) : ℂ) := by
      intro i; rw [Complex.normSq_eq_conj_mul_self, inner_conj_symm]
    have hb : ∀ i, inner ℂ (b i) (T x) = (ev i : ℂ) * inner ℂ (b i) x := by
      intro i; rw [← hT (b i) x, hbe, inner_smul_left, Complex.conj_ofReal]
    have e1 : (bra ψ ψ).re = ∑ i, Complex.normSq (inner ℂ (b i) x) := by
      rw [show bra ψ ψ = inner ℂ x x from (hin x x).symm, ← b.sum_inner_mul_inner x x,
        Complex.re_sum]
      exact Finset.sum_congr rfl fun i _ => by rw [hq, Complex.ofReal_re]
    have e2 : (bra ψ (heisenberg n ψ)).re =
        ∑ i, ev i * Complex.normSq (inner ℂ (b i) x) := by
      rw [show bra ψ (heisenberg n ψ) = inner ℂ x (T x) from (hin x (T x)).symm,
        ← b.sum_inner_mul_inner x (T x), Complex.re_sum]
      exact Finset.sum_congr rfl fun i _ => by
        rw [hb, mul_left_comm, hq, ← Complex.ofReal_mul, Complex.ofReal_re]
    rw [e1, e2, Finset.mul_sum]
    exact Finset.sum_le_sum fun i _ =>
      mul_le_mul_of_nonneg_right (hk i) (Complex.normSq_nonneg _)
  have hl : IsLeast (energies n) (ev k) := by
    refine ⟨⟨(b k).ofLp, fun h => ?_, congrArg WithLp.ofLp (hbe k)⟩, ?_⟩
    · exact b.orthonormal.ne_zero k (congrArg (WithLp.toLp 2) h)
    · rintro e ⟨ψ, hψ, he⟩
      obtain ⟨r, -, hr, hp⟩ := bra_self ψ
      have h := hvar ψ
      rw [he, map_smul, smul_eq_mul, hr, ← Complex.ofReal_mul, Complex.ofReal_re,
        Complex.ofReal_re] at h
      exact le_of_mul_le_mul_right h (hp hψ)
  have hE : groundEnergy n = ev k := hl.csInf_eq
  rw [hE]
  exact ⟨hl, hvar⟩

/-- The sign of a configuration: minus one for each down spin. -/
def spinSign {n : ℕ} (s : Fin n → Bool) : ℂ := ∏ k, if s k then 1 else -1

/-- Time reversal: conjugate the amplitudes and turn over all spins, with a sign. -/
def timeReversal {n : ℕ} (φ : State n) : State n :=
  fun s => spinSign s * conj (φ fun k => !s k)

/-- Time reversal keeps the norm and the energy and reverses every spin expectation value. -/
theorem timeReversal_spec {n : ℕ} (φ : State n) :
    bra (timeReversal φ) (timeReversal φ) = bra φ φ ∧
    (∀ a i, bra (timeReversal φ) (spin a i (timeReversal φ)) = -bra φ (spin a i φ)) ∧
    bra (timeReversal φ) (heisenberg n (timeReversal φ)) = bra φ (heisenberg n φ) := by
  have hg : ∀ s : Fin n → Bool, conj (spinSign s) * spinSign s = 1 := by
    intro s
    rw [spinSign, map_prod, ← Finset.prod_mul_distrib]
    exact Finset.prod_eq_one fun k _ => by cases s k <;> simp
  have hb : ∀ χ, bra (timeReversal φ) (timeReversal χ) = bra χ φ := by
    intro χ
    have inv : Function.Involutive (fun (s : Fin n → Bool) k => !s k) := by
      intro s; funext k; simp
    simp only [bra, LinearMap.coe_mk, AddHom.coe_mk]
    refine Eq.trans (Finset.sum_congr rfl fun s _ => ?_)
      (Equiv.sum_comp (Function.Involutive.toPerm _ inv) (fun s => conj (χ s) * φ s))
    simp only [timeReversal, map_mul, Complex.conj_conj, Function.Involutive.coe_toPerm]
    linear_combination (φ (fun k => !s k) * conj (χ fun k => !s k)) * hg s
  have hs : ∀ a i (χ : State n),
      spin a i (timeReversal χ) = -timeReversal (spin a i χ) := by
    intro a i χ
    funext s
    have hf : spinSign (flipAt i s) = -spinSign s := by
      calc spinSign (flipAt i s)
          = ∏ k, ((if k = i then (-1 : ℂ) else 1) * if s k then 1 else -1) :=
            Finset.prod_congr rfl fun k _ => by
              by_cases h : k = i
              · rw [h]; cases hk : s i <;> simp [flipAt, hk]
              · simp [flipAt, h]
        _ = -spinSign s := by
            rw [Finset.prod_mul_distrib, Finset.prod_ite_eq']; simp [spinSign]
    have hn : (fun k => !flipAt i s k) = flipAt i (fun k => !s k) := by
      funext k; simp only [flipAt]; split_ifs <;> rfl
    have p1 : ∀ b, conj (pauli a (!b) (!b)) = -pauli a b b := by
      intro b; cases a <;> cases b <;> simp [pauli]
    have p2 : ∀ b, conj (pauli a (!b) b) = pauli a b (!b) := by
      intro b; cases a <;> cases b <;> simp [pauli]
    have h2 : conj (1 / 2 : ℂ) = 1 / 2 := by
      have h := Complex.conj_ofReal (1 / 2)
      push_cast at h
      exact h
    simp only [spin, LinearMap.coe_mk, AddHom.coe_mk, timeReversal, hf, hn, Pi.neg_apply,
      map_mul, map_add, Bool.not_not, p1, p2, h2]
    ring
  have hc : ∀ a i j, bra (spin a i (spin a j φ)) φ = bra φ (spin a i (spin a j φ)) := by
    intro a i j
    rw [(spin_algebra a i i _ _).1, (spin_algebra a j j _ _).1, (spin_algebra a j i φ φ).2.2]
  refine ⟨hb φ, fun a i => ?_, ?_⟩
  · rw [hs, map_neg, hb, (spin_algebra a i i _ _).1]
  · simp only [bra_heisenberg, hs, map_neg, neg_neg, hb, hc]

/-- The uncorrelated state of a left block `ψ` and a right block `φ`. -/
def productState {m n : ℕ} (ψ : State m) (φ : State n) : State (m + n) :=
  fun s => ψ (fun i => s (Fin.castAdd n i)) * φ (fun j => s (Fin.natAdd m j))

/-- For normalised `ψ` and `φ`, the scalar product of the spin expectation vectors at the two ends
of the bond that joins the blocks. -/
def junction {m n : ℕ} (ψ : State m) (φ : State n) : ℂ :=
  ∑ i : Fin m, ∑ j : Fin n,
    if (i : ℕ) + 1 = m + j then ∑ a, bra ψ (spin a i ψ) * bra φ (spin a j φ) else 0

/-- Norms multiply in a product state. If both blocks are normalised, its energy is the sum of the
block energies plus the junction term. -/
theorem productState_energy {m n : ℕ} (ψ : State m) (φ : State n) :
    bra (productState ψ φ) (productState ψ φ) = bra ψ ψ * bra φ φ ∧
    bra (productState ψ φ) (heisenberg (m + n) (productState ψ φ)) =
      bra ψ (heisenberg m ψ) * bra φ φ + bra ψ ψ * bra φ (heisenberg n φ)
        + junction ψ φ := by
  let e : (Fin (m + n) → Bool) ≃ (Fin m → Bool) × (Fin n → Bool) :=
    { toFun := fun s => (fun i => s (Fin.castAdd n i), fun j => s (Fin.natAdd m j))
      invFun := fun p => Fin.append p.1 p.2
      left_inv := fun s => by
        funext k; refine Fin.addCases ?_ ?_ k <;> intro i <;> simp
      right_inv := fun p => by simp }
  have hb : ∀ (ψ' : State m) (φ' : State n),
      bra (productState ψ φ) (productState ψ' φ') = bra ψ ψ' * bra φ φ' := by
    intro ψ' φ'
    simp only [bra, LinearMap.coe_mk, AddHom.coe_mk]
    rw [Finset.sum_mul_sum, ← Fintype.sum_prod_type', ← Equiv.sum_comp e]
    refine Finset.sum_congr rfl fun s _ => ?_
    simp only [productState, e, Equiv.coe_fn_mk, map_mul]
    ring
  have hl : ∀ a i (ψ' : State m) (φ' : State n), spin a (Fin.castAdd n i)
      (productState ψ' φ') = productState (spin a i ψ') φ' := by
    intro a i ψ' φ'
    funext s
    have h1 : (fun k => flipAt (Fin.castAdd n i) s (Fin.castAdd n k)) =
        flipAt i (fun k => s (Fin.castAdd n k)) := by
      funext k; simp [flipAt, Fin.ext_iff]
    have h2 : (fun k => flipAt (Fin.castAdd n i) s (Fin.natAdd m k)) =
        fun k => s (Fin.natAdd m k) := by
      funext k
      exact if_neg fun h => by
        have h' : m + (k : ℕ) = i := congrArg Fin.val h
        have := i.isLt
        omega
    simp only [spin, LinearMap.coe_mk, AddHom.coe_mk, productState, h1, h2]
    ring
  have hr : ∀ a j (ψ' : State m) (φ' : State n), spin a (Fin.natAdd m j)
      (productState ψ' φ') = productState ψ' (spin a j φ') := by
    intro a j ψ' φ'
    funext s
    have h1 : (fun k => flipAt (Fin.natAdd m j) s (Fin.natAdd m k)) =
        flipAt j (fun k => s (Fin.natAdd m k)) := by
      funext k; simp [flipAt, Fin.ext_iff]
    have h2 : (fun k => flipAt (Fin.natAdd m j) s (Fin.castAdd n k)) =
        fun k => s (Fin.castAdd n k) := by
      funext k
      exact if_neg fun h => by
        have h' : (k : ℕ) = m + j := congrArg Fin.val h
        have := k.isLt
        omega
    simp only [spin, LinearMap.coe_mk, AddHom.coe_mk, productState, h1, h2]
    ring
  refine ⟨hb ψ φ, ?_⟩
  have c1 : ∀ i : Fin m, ((Fin.castAdd n i : Fin (m + n)) : ℕ) = i := fun _ => rfl
  have c2 : ∀ j : Fin n, ((Fin.natAdd m j : Fin (m + n)) : ℕ) = m + j := fun _ => rfl
  have rl : ∀ (j : Fin n) (i : Fin m), (m + (j : ℕ) + 1 = i) ↔ False := by
    intro j i
    have := i.isLt
    exact ⟨fun h => by omega, False.elim⟩
  have rr : ∀ i j : Fin n, (m + (i : ℕ) + 1 = m + j) ↔ ((i : ℕ) + 1 = j) := by
    intro i j; omega
  -- split the bonds into left, right and joining ones
  simp only [bra_heisenberg, junction, Fin.sum_univ_add, c1, c2, hl, hr, hb, rl, rr, if_false,
    Finset.sum_const_zero, Finset.sum_add_distrib, Finset.sum_mul, Finset.mul_sum, ite_mul,
    mul_ite, zero_mul, mul_zero]
  ring

/-- Joining two open chains: `E(m+n) ≤ E(m) + E(n)`. -/
theorem groundEnergy_subadditive (m n : ℕ) :
    groundEnergy (m + n) ≤ groundEnergy m + groundEnergy n := by
  obtain ⟨ψ, hψ, eψ⟩ := (groundEnergy_spec m).1.1
  obtain ⟨φ, hφ, eφ⟩ := (groundEnergy_spec n).1.1
  obtain ⟨r, -, hr, rpos⟩ := bra_self ψ
  obtain ⟨t, -, ht, tpos⟩ := bra_self φ
  obtain ⟨t1, t2, t3⟩ := timeReversal_spec φ
  obtain ⟨n1, h1⟩ := productState_energy ψ φ
  obtain ⟨n2, h2⟩ := productState_energy ψ (timeReversal φ)
  have hX : junction ψ (timeReversal φ) = -junction ψ φ := by
    simp only [junction, t2, ← Finset.sum_neg_distrib]
    refine Finset.sum_congr rfl fun i _ => Finset.sum_congr rfl fun j _ => ?_
    split_ifs <;> simp
  -- the junction terms of the two trial states cancel
  have hs : bra (productState ψ φ) (heisenberg (m + n) (productState ψ φ)) +
      bra (productState ψ (timeReversal φ))
        (heisenberg (m + n) (productState ψ (timeReversal φ))) =
      ((2 * (groundEnergy m + groundEnergy n) * (r * t) : ℝ) : ℂ) := by
    rw [h1, h2, hX, t1, t3]
    simp only [eψ, eφ, map_smul, smul_eq_mul, hr, ht]
    push_cast
    ring
  have hs' := congrArg Complex.re hs
  rw [Complex.add_re, Complex.ofReal_re] at hs'
  have v1 := (groundEnergy_spec (m + n)).2 (productState ψ φ)
  have v2 := (groundEnergy_spec (m + n)).2 (productState ψ (timeReversal φ))
  rw [n1, hr, ht, ← Complex.ofReal_mul, Complex.ofReal_re] at v1
  rw [n2, t1, hr, ht, ← Complex.ofReal_mul, Complex.ofReal_re] at v2
  refine le_of_mul_le_mul_right ?_ (mul_pos (rpos hψ) (tpos hφ))
  linarith

/-- A single site has `E(1) = 0`. -/
theorem groundEnergy_one : groundEnergy 1 = 0 := by
  obtain ⟨ψ, hψ, h⟩ := (groundEnergy_spec 1).1.1
  have h0 : heisenberg 1 = 0 :=
    Finset.sum_eq_zero fun i _ => Finset.sum_eq_zero fun j _ => if_neg (by
      have := j.isLt
      omega)
  rw [h0, LinearMap.zero_apply] at h
  exact_mod_cast (smul_eq_zero.mp h.symm).resolve_right hψ

/-- The ground-state energy is at least `-3/4` per site. -/
theorem groundEnergy_lower (n : ℕ) : -(3 / 4) * (n : ℝ) ≤ groundEnergy n := by
  obtain ⟨ψ, hψ, eψ⟩ := (groundEnergy_spec n).1.1
  obtain ⟨r, r0, hr, rpos⟩ := bra_self ψ
  -- nonnegativity of the squared norm of `(S_i + S_j) ψ`, for each spin component
  have hbond : ∀ a (i j : Fin n), -(1 / 4) * r ≤ (bra ψ (spin a i (spin a j ψ))).re := by
    intro a i j
    obtain ⟨q, q0, hq, -⟩ := bra_self (spin a i ψ + spin a j ψ)
    have hadd : ∀ α β γ : State n, bra (α + β) γ = bra α γ + bra β γ := by
      intro α β γ; simp [bra, add_mul, Finset.sum_add_distrib]
    rw [hadd, (spin_algebra a i i _ _).1, (spin_algebra a j j _ _).1] at hq
    simp only [map_add, (spin_algebra a i i ψ ψ).2.1, (spin_algebra a j j ψ ψ).2.1,
      (spin_algebra a j i ψ ψ).2.2, map_smul, smul_eq_mul, hr] at hq
    have h : ((2 : ℝ) : ℂ) * bra ψ (spin a i (spin a j ψ)) = ((q - r / 2 : ℝ) : ℂ) := by
      push_cast
      linear_combination hq
    have h' := congrArg Complex.re h
    rw [Complex.re_ofReal_mul, Complex.ofReal_re] at h'
    linarith
  have hE : (bra ψ (heisenberg n ψ)).re = groundEnergy n * r := by
    rw [eψ, map_smul, smul_eq_mul, hr, ← Complex.ofReal_mul, Complex.ofReal_re]
  refine le_of_mul_le_mul_right ?_ (rpos hψ)
  rw [← hE, bra_heisenberg, Complex.re_sum]
  have hn : -(3 / 4) * (n : ℝ) * r = ∑ _i : Fin n, -(3 / 4) * r := by
    rw [Finset.sum_const, Finset.card_univ, Fintype.card_fin, nsmul_eq_mul]; ring
  rw [hn]
  refine Finset.sum_le_sum fun i _ => ?_
  by_cases h : (i : ℕ) + 1 < n
  · rw [Finset.sum_eq_single (⟨(i : ℕ) + 1, h⟩ : Fin n)
      (fun j _ hj => if_neg fun h' => hj (Fin.ext h'.symm))
      (fun h' => absurd (Finset.mem_univ _) h'), if_pos rfl, Complex.re_sum]
    have h3 : -(3 / 4) * r = ∑ _a : Axis, -(1 / 4) * r := by
      rw [Finset.sum_const, Finset.card_univ, show Fintype.card Axis = 3 from rfl,
        nsmul_eq_mul]
      push_cast
      ring
    rw [h3]
    exact Finset.sum_le_sum fun a _ => hbond a i _
  · rw [Finset.sum_eq_zero fun j _ => if_neg (by have := j.isLt; omega), Complex.zero_re]
    linarith

/-- The energy per site `E(n)/n` converges to a finite limit, which is at least `-3/4` and
bounds `E(n)/n` from below for every `n ≥ 1`. -/
theorem energy_per_site_tendsto : ∃ e : ℝ,
    Tendsto (fun n : ℕ => groundEnergy n / n) atTop (𝓝 e) ∧ -(3 / 4) ≤ e ∧
      ∀ n : ℕ, 1 ≤ n → e ≤ groundEnergy n / n := by
  have hsub : Subadditive groundEnergy := groundEnergy_subadditive
  have hlow : ∀ n : ℕ, -(3 / 4) ≤ groundEnergy n / n := by
    intro n
    rcases Nat.eq_zero_or_pos n with h | h
    · rw [h, Nat.cast_zero, div_zero]; norm_num
    · rw [le_div_iff₀ (Nat.cast_pos.mpr h)]
      exact groundEnergy_lower n
  have hbdd : BddBelow (Set.range fun n : ℕ => groundEnergy n / n) :=
    ⟨-(3 / 4), by rintro _ ⟨n, rfl⟩; exact hlow n⟩
  -- Fekete's lemma
  have hlim := hsub.tendsto_lim hbdd
  exact ⟨hsub.lim, hlim, ge_of_tendsto' hlim hlow,
    fun n hn => hsub.lim_le_div hbdd (by omega)⟩

end

end HeisenbergChain
```

```lean
#print axioms HeisenbergChain.groundEnergy_one
#print axioms HeisenbergChain.energy_per_site_tendsto
```

```
'HeisenbergChain.groundEnergy_one' depends on axioms: [propext, Classical.choice, Quot.sound]
'HeisenbergChain.energy_per_site_tendsto' depends on axioms: [propext, Classical.choice, Quot.sound]
```

## From the theorems to a computed energy

`State n` holds amplitudes on up/down configurations, `spin` is half a Pauli matrix, and `bra ψ φ` is the inner product.

`spin_algebra` supplies Hermiticity, squares and commutation; `groundEnergy_spec` obtains the variational bound from an eigenbasis. `productState_energy` splits the bonds into left, right and joining ones, and `timeReversal_spec` supplies the sign change. `groundEnergy_subadditive` adds the two bounds, with squared norms `r` and `t` because its states are unnormalised. `groundEnergy_lower` sums the bond bounds, and `energy_per_site_tendsto` applies Mathlib's Fekete lemma.

The theorems give neither the value of \(e\) nor a convergence rate, and say nothing about periodic chains. That a program's matrix represents `heisenberg n` must be checked separately.
